# Detailed balance and the gain condition between two Fermi distributions

A pumped semiconductor holds extra electrons in the conduction band and extra holes in the valence band. Carriers usually thermalise within each band faster than they recombine across the gap, so each band has its own Fermi distribution and its own chemical potential. The two temperatures are assumed equal here. Light of photon energy w can then be absorbed, or amplified by stimulated emission, and the material also emits spontaneously. How are the emission and the net absorption at w related, and when does amplification win?

Let β > 0 be the inverse temperature in energy units, and let mc and mv be the chemical potentials (quasi-Fermi levels) of the upper and lower bands. A transition joins an upper level Ec to a lower level Ev, with w = Ec − Ev. Here w is an energy, often written ħω. The occupations are

fc = 1/(exp(β(Ec − mc)) + 1),  fv = 1/(exp(β(Ev − mv)) + 1).

The claim is that, for w ≠ mc − mv,

fc(1 − fv) = (fv − fc)/(exp(β(w − mc + mv)) − 1),

and that fc > fv holds exactly when mc − mv > w.

## From hole occupations to gain

For any level E with potential μ and occupation f,

1 − f = exp(β(E − μ))/(exp(β(E − μ)) + 1) = exp(β(E − μ)) f.

Absorption needs a filled lower level and an empty upper one; emission needs the reverse. Their occupation factors are therefore

fv(1 − fc) = exp(β(Ec − mc)) fc fv,

fc(1 − fv) = exp(β(Ev − mv)) fc fv.

The exponents differ by β(Ec − mc) − β(Ev − mv) = β(w − (mc − mv)). Call this number x. Then

fv(1 − fc) = eˣ fc(1 − fv),

which is detailed balance between the two directions. Subtract fc(1 − fv) from both sides. On the left the products fc fv cancel, leaving

fv − fc = (eˣ − 1) fc(1 − fv).

Since β > 0, eˣ = 1 only at w = mc − mv. Elsewhere we may divide, which gives the first claim. The factor fc(1 − fv) is strictly positive, so fv − fc has the sign of eˣ − 1, which is the sign of w − (mc − mv). This gives the second.

Now take finitely many transitions i with the same energy w and strengths Mᵢ. Define

R = Σᵢ Mᵢ fcᵢ(1 − fvᵢ),  A = Σᵢ Mᵢ (fvᵢ − fcᵢ).

R is the spontaneous emission strength and A the absorption minus the stimulated emission. The factor eˣ − 1 is the same in every term, so A = (eˣ − 1) R. If the strengths are nonnegative and not all zero, R > 0, and the line has gain, A < 0, exactly when w < mc − mv. At w = mc − mv we have A = 0 with R still positive.

## Absorbing and amplifying occupations in numbers

Suppose exp(β(Ec − mc)) = 3 and exp(β(Ev − mv)) = 1/2. Then fc = 1/4, fv = 2/3 and eˣ = 3/(1/2) = 6. The emission factor is (1/4)(1/3) = 1/12, and the quotient is (2/3 − 1/4)/(6 − 1) = (5/12)/5 = 1/12. The pair absorbs.

Now raise mc by (ln 9)/β, so that exp(β(Ec − mc)) = 1/3. Then fc = 3/4, while fv = 2/3 as before, and eˣ = 2/3. The emission factor is (3/4)(1/3) = 1/4, and the quotient is (−1/12)/(−1/3) = 1/4. Numerator and denominator have both changed sign, and the pair amplifies.

## Luminescence from a computed absorption spectrum

In an independent-electron band-structure calculation, the transitions are pairs of states on a grid of wavevectors, and Mᵢ is a squared optical matrix element. Summing Mᵢ(fvᵢ − fcᵢ) at each photon energy gives the net absorption strength, from which the absorption spectrum follows by a prefactor that can depend on w. Dividing the strength at w by exp(β(w − mc + mv)) − 1 gives the emission strength at w, which is then multiplied by the photon mode density and common prefactors to obtain a luminescence spectrum. Near w = mc − mv the quotient approaches 0/0, and R is summed directly there. If the lines are broadened, transitions of different energies contribute at the same w, and the division is only approximate.

## Occupations and line strengths in Lean

The occupation is the explicit Fermi function, for real β, μ and E.

```lean
import Mathlib

namespace DetailedBalanceGain

noncomputable section

/-- The Fermi occupation of a level of energy `E` at inverse temperature `β` and
chemical potential `μ`. -/
def fermi (β μ E : ℝ) : ℝ := 1 / (Real.exp (β * (E - μ)) + 1)
```

The two strengths of a line are finite sums over an index type `ι`. The functions `Ec` and `Ev` list the level energies, and `M i` is the strength itself, not a matrix element to be squared. In the net absorption a single `M i` multiplies the difference of occupations, which expresses the equal strength of absorption and stimulated emission for a pair of states. Its reappearance in the emission sum expresses that spontaneous emission is governed by the same matrix element. Photon mode density and common prefactors are left out.

```lean
/-- Spontaneous emission strength of a line: each transition `i`, of strength `M i`, needs
a filled upper level `Ec i` and an empty lower level `Ev i`. -/
def emission {ι : Type*} [Fintype ι] (β mc mv : ℝ) (M Ec Ev : ι → ℝ) : ℝ :=
  ∑ i, M i * (fermi β mc (Ec i) * (1 - fermi β mv (Ev i)))

/-- Net absorption strength of a line: absorption minus stimulated emission, which leaves
the difference of lower and upper occupations for each transition. -/
def netAbsorption {ι : Type*} [Fintype ι] (β mc mv : ℝ) (M Ec Ev : ι → ℝ) : ℝ :=
  ∑ i, M i * (fermi β mv (Ev i) - fermi β mc (Ec i))
```

What remains to physics is to identify these sums with the spectra of a real pumped material: its carriers must be thermalised in each band and uncorrelated, and its lines sharp.

## Detailed balance for one pair of levels

The hole relation 1 − f = exp(β(E − μ)) f comes from multiplying f by its own denominator, which gives 1.

```lean
/-- The probability that a level is empty is its occupation times `exp (β (E - μ))`. -/
theorem one_sub_fermi (β μ E : ℝ) :
    1 - fermi β μ E = Real.exp (β * (E - μ)) * fermi β μ E := by
  have hne : Real.exp (β * (E - μ)) + 1 ≠ 0 := by positivity
  have h : (Real.exp (β * (E - μ)) + 1) * fermi β μ E = 1 := mul_one_div_cancel hne
  linear_combination -h
```

Replacing the vacancy 1 − fv by this expression turns the emission factor into a product of positive quantities.

```lean
/-- The product of an upper occupation and a lower vacancy is strictly positive. -/
theorem emission_factor_pos (β mc mv Ec Ev : ℝ) :
    0 < fermi β mc Ec * (1 - fermi β mv Ev) := by
  rw [one_sub_fermi β mv Ev]
  unfold fermi
  positivity
```

For detailed balance, `h` splits exp(β(Ec − mc)) into eˣ times exp(β(Ev − mv)). After both vacancies are rewritten, the two sides agree by algebra. No balance relation is assumed, and the identity holds for every real β.

```lean
/-- Detailed balance: the upward occupation factor is the downward one times the exponential of
`β * (Ec - Ev - (mc - mv))`. -/
theorem detailed_balance (β mc mv Ec Ev : ℝ) :
    fermi β mv Ev * (1 - fermi β mc Ec) =
      Real.exp (β * (Ec - Ev - (mc - mv))) * (fermi β mc Ec * (1 - fermi β mv Ev)) := by
  have h : Real.exp (β * (Ec - mc)) =
      Real.exp (β * (Ec - Ev - (mc - mv))) * Real.exp (β * (Ev - mv)) := by
    rw [← Real.exp_add]
    congr 1
    ring
  rw [one_sub_fermi β mc Ec, one_sub_fermi β mv Ev, h]
  ring
```

## One exponential for the whole line

The hypothesis `hw` says that all transitions have energy `w`. The proof moves the factor eˣ − 1 inside the sum and compares terms. Each comparison is `M i` times detailed balance, and the cancellation of fc fv is done by `linear_combination`. The strengths may have any sign here.

```lean
/-- For any finite set of transitions of common energy `w`, the net absorption strength is the
emission strength times `exp (β (w - (mc - mv))) - 1`. -/
theorem netAbsorption_eq {ι : Type*} [Fintype ι] (β mc mv : ℝ) (M : ι → ℝ)
    {Ec Ev : ι → ℝ} {w : ℝ} (hw : ∀ i, Ec i - Ev i = w) :
    netAbsorption β mc mv M Ec Ev =
      (Real.exp (β * (w - (mc - mv))) - 1) * emission β mc mv M Ec Ev := by
  unfold netAbsorption emission
  rw [Finset.mul_sum]
  refine Finset.sum_congr rfl fun i _ => ?_
  -- detailed balance holds transition by transition with the same exponential
  have h := detailed_balance β mc mv (Ec i) (Ev i)
  rw [hw i] at h
  linear_combination M i * h
```

To divide, one needs eˣ − 1 ≠ 0. If it vanished, x would be zero, contradicting β > 0 together with w ≠ mc − mv.

```lean
/-- Emission from absorption: for transitions of common energy `w` at `β > 0`, with `w`
different from `mc - mv`, the emission strength is the net absorption strength divided by
`exp (β (w - (mc - mv))) - 1`. -/
theorem emission_eq_netAbsorption_div {ι : Type*} [Fintype ι] {β mc mv w : ℝ}
    (hβ : 0 < β) (M : ι → ℝ) {Ec Ev : ι → ℝ} (hw : ∀ i, Ec i - Ev i = w)
    (hne : w ≠ mc - mv) :
    emission β mc mv M Ec Ev =
      netAbsorption β mc mv M Ec Ev / (Real.exp (β * (w - (mc - mv))) - 1) := by
  -- away from `w = mc - mv` the denominator does not vanish
  have hd : Real.exp (β * (w - (mc - mv))) - 1 ≠ 0 := by
    intro h
    have h0 := (Real.exp_eq_one_iff _).mp (sub_eq_zero.mp h)
    exact mul_ne_zero hβ.ne' (sub_ne_zero.mpr hne) h0
  rw [eq_div_iff hd, netAbsorption_eq β mc mv M hw]
  ring
```

## The sign of the net absorption

For R to be positive it is enough that the strengths are nonnegative and at least one of them is positive. The sum then has no negative term and at least one positive term.

```lean
/-- A line whose transition strengths are nonnegative and not all zero has positive
emission strength. -/
theorem emission_pos {ι : Type*} [Fintype ι] (β mc mv : ℝ) {M : ι → ℝ} (Ec Ev : ι → ℝ)
    (hM : ∀ i, 0 ≤ M i) (hpos : ∃ i, 0 < M i) : 0 < emission β mc mv M Ec Ev := by
  obtain ⟨j, hj⟩ := hpos
  unfold emission
  exact Finset.sum_pos'
    (fun i _ => mul_nonneg (hM i) (emission_factor_pos β mc mv (Ec i) (Ev i)).le)
    ⟨j, Finset.mem_univ j, mul_pos hj (emission_factor_pos β mc mv (Ec j) (Ev j))⟩
```

Gain is stated as negative net absorption. For the forward direction, suppose that w ≥ mc − mv. The inequality x + 1 ≤ eˣ gives eˣ − 1 ≥ 0, so A = (eˣ − 1) R cannot be negative. Conversely, w < mc − mv makes x negative and eˣ less than 1, and A is a negative number times a positive one. If all strengths were zero, A would vanish even for w < mc − mv, and the equivalence would fail.

```lean
/-- Gain condition for a line: at `β > 0`, with nonnegative strengths that are not all
zero, the net absorption at energy `w` is negative exactly when `mc - mv` exceeds `w`. -/
theorem netAbsorption_neg_iff {ι : Type*} [Fintype ι] {β mc mv w : ℝ} (hβ : 0 < β)
    {M Ec Ev : ι → ℝ} (hw : ∀ i, Ec i - Ev i = w)
    (hM : ∀ i, 0 ≤ M i) (hpos : ∃ i, 0 < M i) :
    netAbsorption β mc mv M Ec Ev < 0 ↔ w < mc - mv := by
  have hR := emission_pos β mc mv Ec Ev hM hpos
  rw [netAbsorption_eq β mc mv M hw]
  constructor
  · intro hn
    by_contra hc
    have hx : 0 ≤ w - (mc - mv) := sub_nonneg.mpr (not_lt.mp hc)
    have he := Real.add_one_le_exp (β * (w - (mc - mv)))
    have hb := mul_nonneg hβ.le hx
    have hp := mul_nonneg (show 0 ≤ Real.exp (β * (w - (mc - mv))) - 1 by linarith) hR.le
    linarith
  · intro hlt
    have hx : β * (w - (mc - mv)) < 0 :=
      mul_neg_of_pos_of_neg hβ (sub_lt_zero.mpr hlt)
    have he : Real.exp (β * (w - (mc - mv))) < 1 := by
      rw [← Real.exp_zero]
      exact Real.exp_lt_exp.mpr hx
    exact mul_neg_of_neg_of_pos (sub_lt_zero.mpr he) hR
```

The original claim about a single pair is the case of one transition with unit strength, indexed by the one-element type `Unit`. The theorem writes w out as `Ec - Ev` and expresses gain as `fermi β mv Ev < fermi β mc Ec`. Nothing requires Ec to lie above Ev; "upper" and "lower" are only labels in the algebra.

```lean
/-- A single pair of levels at `β > 0`: the emission factor follows from the difference of
occupations if `Ec - Ev` differs from `mc - mv`, and the upper level is the more occupied
one exactly when `mc - mv` exceeds `Ec - Ev`. -/
theorem two_level_balance_and_gain {β : ℝ} (hβ : 0 < β) (mc mv Ec Ev : ℝ) :
    (Ec - Ev ≠ mc - mv → fermi β mc Ec * (1 - fermi β mv Ev) =
      (fermi β mv Ev - fermi β mc Ec) / (Real.exp (β * (Ec - Ev - mc + mv)) - 1)) ∧
    (fermi β mv Ev < fermi β mc Ec ↔ Ec - Ev < mc - mv) := by
  -- a line with one transition of unit strength
  have hw : ∀ _ : Unit, Ec - Ev = Ec - Ev := fun _ => rfl
  constructor
  · intro hne
    have h := emission_eq_netAbsorption_div hβ (fun _ : Unit => (1 : ℝ))
      (Ec := fun _ => Ec) (Ev := fun _ => Ev) hw hne
    have hx : Ec - Ev - mc + mv = Ec - Ev - (mc - mv) := by ring
    rw [hx]
    simpa [emission, netAbsorption] using h
  · have h := netAbsorption_neg_iff (mc := mc) (mv := mv) hβ (M := fun _ : Unit => (1 : ℝ))
      (Ec := fun _ => Ec) (Ev := fun _ => Ev) hw
      (fun _ => zero_le_one) ⟨(), one_pos⟩
    simpa [netAbsorption] using h
```

At the excluded energy, x = 0 and the product formula gives A = 0, while R stays positive by the earlier lemma. The exclusion in the quotient formula is therefore genuine: Lean assigns the value 0 to division by zero, which would not equal the positive emission strength.

```lean
/-- Transparency: if every transition energy equals `mc - mv`, the net absorption vanishes,
while the emission stays positive for nonnegative strengths that are not all zero. -/
theorem transparency {ι : Type*} [Fintype ι] (β : ℝ) {mc mv : ℝ} {M Ec Ev : ι → ℝ}
    (hw : ∀ i, Ec i - Ev i = mc - mv) (hM : ∀ i, 0 ≤ M i) (hpos : ∃ i, 0 < M i) :
    netAbsorption β mc mv M Ec Ev = 0 ∧ 0 < emission β mc mv M Ec Ev := by
  refine ⟨?_, emission_pos β mc mv Ec Ev hM hpos⟩
  rw [netAbsorption_eq β mc mv M hw, sub_self, mul_zero, Real.exp_zero, sub_self, zero_mul]

end

end DetailedBalanceGain
```

```lean
#print axioms DetailedBalanceGain.two_level_balance_and_gain
#print axioms DetailedBalanceGain.transparency
```

```
'DetailedBalanceGain.two_level_balance_and_gain' depends on axioms: [propext, Classical.choice, Quot.sound]
'DetailedBalanceGain.transparency' depends on axioms: [propext, Classical.choice, Quot.sound]
```
